# Removing a nonzero Raman sum: mass weights keep all optical amplitudes, equal weights only for equal masses

My optical Raman intensities change when I clean up the acoustic sum rule, and I don't see why they should. I have the derivative of the polarizability with respect to each atom's displacement. These derivatives should add up to zero, because moving the whole crystal rigidly changes nothing, but numerically they leave a residue. I subtracted an equal share of it from every atom. The sum is now zero, yet modes in which the centre of mass stays at rest have different amplitudes from before. Is there a way to share out the residue that leaves those modes alone, and when is the equal share harmless?

## Share the residue in proportion to mass

Yes: give atom $k$ the fraction $M_k/M_{\rm tot}$ of the residue, where $M_k>0$ is its mass and $M_{\rm tot}=\sum_k M_k$. This restores the sum rule and leaves every amplitude with a resting centre of mass as it was. For a nonzero residue, the equal share does the same only if all masses are equal.

Let $u_k$ be the displacement of atom $k$ among $N$ atoms, and let $R_k$ be the linear map from $u_k$ to the change of the polarizability tensor. The Raman amplitude of a pattern is $\sum_k R_k u_k$, and the residue is $S=\sum_k R_k$. Call a pattern optical when $\sum_k M_k u_k=0$.

Now subtract with arbitrary real weights $w_k$, so that $R'_k=R_k-w_kS$. By linearity,

$$\sum_k R'_k u_k=\sum_k R_k u_k-S\Big(\sum_k w_k u_k\Big),\qquad \sum_k R'_k=\Big(1-\sum_k w_k\Big)S .$$

The amplitude therefore changes by $-S$ applied to a weighted mean displacement. With $w_k=M_k/M_{\rm tot}$ the weights add up to one, so the new sum vanishes. The weighted mean is then the displacement of the centre of mass, which is zero for an optical pattern. With $w_k=1/N$ the new sum also vanishes, but the mean is the plain average of the displacements, which an optical pattern need not keep at zero.

## Which weights preserve every optical amplitude

Suppose $S\neq0$ and choose $e$ with $Se\neq0$. For two different atoms $j$ and $k$, set $u_j=M_k e$ and $u_k=-M_j e$, with all other atoms at rest. This is optical, since $M_jM_k e-M_kM_j e=0$. Its weighted displacement is $(w_jM_k-w_kM_j)e$, so an unchanged amplitude requires $(w_jM_k-w_kM_j)\,Se=0$, and hence

$$w_jM_k=w_kM_j .$$

For $j=k$ this is trivial. Conversely, if it holds for all pairs and $u$ is optical, then

$$M_j\sum_k w_ku_k=\sum_k w_kM_j u_k=w_j\sum_k M_ku_k=0,$$

and dividing by $M_j>0$ shows that the amplitude is preserved.

If the sum rule is to hold as well, then $(1-\sum_k w_k)S=0$ gives $\sum_k w_k=1$. Summing $w_jM_k=w_kM_j$ over $k$ yields $w_jM_{\rm tot}=M_j$, so the mass fractions are the only possible weights. For $w_k=1/N$ the condition reads $M_k/N=M_j/N$, which means equal masses.

## Two atoms, and the limit of one heavy atom

For masses $m_1,m_2$ take the optical pattern $(m_2e,-m_1e)$. Its plain average is $\tfrac12(m_2-m_1)e$, so the equal share lowers the amplitude by $\tfrac12(m_2-m_1)Se$. Scaled so that the relative displacement of the atoms is $e$, the amount subtracted from the amplitude is

$$\frac{m_2-m_1}{2(m_1+m_2)}\,Se .$$

As $m_2/m_1\to\infty$ this tends to $\tfrac12Se$. Only the light atom moves, yet the equal share has charged half the residue to it. The mass-weighted correction puts the whole residue on the heavy atom, which stands still.

## The subtraction in a phonon calculation

A calculation typically holds an array $\partial\alpha_{ab}/\partial u_{kc}$, with $a,b,c$ Cartesian. For each $a,b,c$ one sums over atoms to get $S_{ab,c}$ and subtracts $(M_k/M_{\rm tot})S_{ab,c}$ from the entry of atom $k$. The result is contracted with $u_{kc}=\varepsilon_{kc}/\sqrt{M_k}$, where $\varepsilon$ is a zone-centre eigenvector of the mass-weighted dynamical matrix. If rigid translations are exact zero modes of that matrix, every mode orthogonal to them satisfies $\sum_kM_ku_k=0$. If they are not, a mode may carry some centre-of-mass motion, and its amplitude then changes by $-S$ applied to that motion.

This bears on first-order Raman simulation for a finite set of atoms, with amplitudes linear in the displacements. Preserving an amplitude says nothing about its accuracy: errors already present in the optical amplitudes stay there.

## What the Lean definitions and theorems say

The finite type `ι` labels the atoms. Displacements live in `E` and tensors in `T`, both arbitrary real vector spaces, so Cartesian vectors and $3\times3$ tensors are a special case. The type `E →ₗ[ℝ] T` makes each $R_k$ a real-linear map.

- `amplitude R u` is $\sum_k R_ku_k$, and `IsOptical M u` is the condition $\sum_kM_ku_k=0$. It does not ask $u$ to be a normal mode.
- `corrected w R` is the family $R_k-w_kS$. `massWeight M` and `uniformWeight ι` are the two choices of weights.
- `PreservesOptical M R R'` says that `R` and `R'` give equal amplitudes for every optical pattern.

`mass_correction` states that the mass-weighted correction achieves both aims, for at least one atom and positive masses; $S$ may be zero. `preservesOptical_iff` is the proportionality criterion, `mass_correction_unique` singles out the mass fractions, and `uniform_correction_iff` gives the equal-mass condition. These three assume `hS`, which says $S\neq0$: for $S=0$ every choice of weights leaves $R$ as it is, whatever the masses. `uniform_correction_sum` confirms that the equal share restores the sum rule, and `diatomic_uniform_error` gives the two-atom shift for the unscaled pattern.

Uniqueness is stated among corrections of the form $R_k-w_kS$ with real numbers $w_k$. Where the residue comes from, and how frequencies and polarisation geometry enter the measured intensity, are not part of the model.

```lean
import Mathlib

open Finset

namespace RamanSumRule

noncomputable section

variable {ι E T : Type*} [Fintype ι] [AddCommGroup E] [Module ℝ E]
  [AddCommGroup T] [Module ℝ T]

/-- The Raman amplitude `∑ R_k u_k` of a displacement pattern `u`, where `R_k` maps the
displacement of atom `k` linearly to a change of the polarizability tensor. -/
def amplitude (R : ι → E →ₗ[ℝ] T) (u : ι → E) : T := ∑ k, R k (u k)

/-- A displacement pattern is optical when its mass-weighted sum `∑ M_k u_k` vanishes. -/
def IsOptical (M : ι → ℝ) (u : ι → E) : Prop := ∑ k, M k • u k = 0

/-- The corrected derivatives `R_k - w_k S`, where `S` is the sum of all `R_k`. -/
def corrected (w : ι → ℝ) (R : ι → E →ₗ[ℝ] T) (k : ι) : E →ₗ[ℝ] T :=
  R k - w k • ∑ j, R j

/-- The derivatives `R'` give the same Raman amplitude as `R` for every optical pattern. -/
def PreservesOptical (M : ι → ℝ) (R R' : ι → E →ₗ[ℝ] T) : Prop :=
  ∀ u : ι → E, IsOptical M u → amplitude R' u = amplitude R u

/-- The mass fraction `M_k / M` of atom `k`, for nonzero total mass `M`. -/
def massWeight (M : ι → ℝ) (k : ι) : ℝ := M k / ∑ j, M j

/-- The equal weight `1 / N` for each of `N` atoms, with `N` nonzero. -/
def uniformWeight (ι : Type*) [Fintype ι] (_ : ι) : ℝ := 1 / (Fintype.card ι : ℝ)

/-- A correction with weights `w` lowers the amplitude of a pattern `u` by `S` applied to
the weighted displacement `∑ w_k u_k`. -/
theorem amplitude_corrected (w : ι → ℝ) (R : ι → E →ₗ[ℝ] T) (u : ι → E) :
    amplitude (corrected w R) u = amplitude R u - (∑ k, R k) (∑ k, w k • u k) := by
  simp only [amplitude, corrected, LinearMap.sub_apply, LinearMap.smul_apply,
    Finset.sum_sub_distrib, map_sum, map_smul]

/-- After a correction with weights `w`, the sum of the derivatives is `(1 - ∑ w_k) S`. -/
theorem sum_corrected (w : ι → ℝ) (R : ι → E →ₗ[ℝ] T) :
    ∑ k, corrected w R k = (1 - ∑ k, w k) • ∑ k, R k := by
  simp only [corrected, Finset.sum_sub_distrib, ← Finset.sum_smul, sub_smul, one_smul]

/-- For positive masses and nonzero `S`, a correction preserves all optical amplitudes
exactly when its weights are proportional to the masses. -/
theorem preservesOptical_iff {M : ι → ℝ} {R : ι → E →ₗ[ℝ] T} (hM : ∀ k, 0 < M k)
    (hS : ∑ k, R k ≠ 0) (w : ι → ℝ) :
    PreservesOptical M R (corrected w R) ↔ ∀ j k, w j * M k = w k * M j := by
  classical
  constructor
  · intro h j k
    obtain ⟨e, he⟩ : ∃ e, (∑ i, R i) e ≠ 0 := by
      by_contra hc
      exact hS (LinearMap.ext fun e => by_contra fun he => hc ⟨e, he⟩)
    -- atoms j and k move against each other with their centre of mass at rest
    have key : ∀ a : ι → ℝ,
        ∑ i, a i • (((if i = j then M k else 0) - (if i = k then M j else 0)) • e)
          = (a j * M k - a k * M j) • e := by
      intro a
      simp only [smul_smul, ← Finset.sum_smul, mul_sub, Finset.sum_sub_distrib, mul_ite,
        mul_zero, Finset.sum_ite_eq', Finset.mem_univ, if_true]
    have h1 := h
      (fun i => ((if i = j then M k else 0) - (if i = k then M j else 0)) • e)
      ((key M).trans (by rw [mul_comm, sub_self, zero_smul]))
    rw [amplitude_corrected, sub_eq_self] at h1
    have h2 : (∑ i, R i) ((w j * M k - w k * M j) • e) = 0 := by
      rw [← key w]
      exact h1
    rw [map_smul, smul_eq_zero] at h2
    exact sub_eq_zero.mp (h2.resolve_right he)
  · intro h u hu
    obtain ⟨j, -, -⟩ := Finset.exists_ne_zero_of_sum_ne_zero hS
    -- proportional weights annihilate every optical pattern
    have hz : M j • ∑ k, w k • u k = 0 := by
      calc M j • ∑ k, w k • u k = w j • ∑ k, M k • u k := by
            rw [Finset.smul_sum, Finset.smul_sum]
            refine Finset.sum_congr rfl fun k _ => ?_
            rw [smul_smul, smul_smul, h j k, mul_comm]
        _ = 0 := by rw [show ∑ k, M k • u k = 0 from hu, smul_zero]
    rw [amplitude_corrected, (smul_eq_zero.mp hz).resolve_left (hM j).ne', map_zero,
      sub_zero]

/-- For positive masses, replacing `R_k` by `R_k - (M_k / M) S` makes the derivatives sum
to zero and preserves the Raman amplitude of every optical pattern. -/
theorem mass_correction [Nonempty ι] {M : ι → ℝ} (hM : ∀ k, 0 < M k)
    (R : ι → E →ₗ[ℝ] T) :
    ∑ k, corrected (massWeight M) R k = 0 ∧
      PreservesOptical M R (corrected (massWeight M) R) := by
  have htot : 0 < ∑ k, M k := Finset.sum_pos (fun k _ => hM k) Finset.univ_nonempty
  constructor
  · have hw : ∑ k, massWeight M k = 1 := by
      simp only [massWeight]
      rw [← Finset.sum_div, div_self htot.ne']
    rw [sum_corrected, hw, sub_self, zero_smul]
  · intro u hu
    -- the weighted displacement is that of the centre of mass
    have hc : ∑ k, massWeight M k • u k = (∑ k, M k)⁻¹ • ∑ k, M k • u k := by
      rw [Finset.smul_sum]
      refine Finset.sum_congr rfl fun k _ => ?_
      rw [smul_smul, massWeight, div_eq_inv_mul]
    rw [amplitude_corrected, hc, show ∑ k, M k • u k = 0 from hu, smul_zero, map_zero,
      sub_zero]

/-- For positive masses and nonzero `S`, the mass fractions are the only weights whose
correction both makes the derivatives sum to zero and preserves all optical amplitudes. -/
theorem mass_correction_unique {M : ι → ℝ} {R : ι → E →ₗ[ℝ] T} (hM : ∀ k, 0 < M k)
    (hS : ∑ k, R k ≠ 0) (w : ι → ℝ) :
    (∑ k, corrected w R k = 0 ∧ PreservesOptical M R (corrected w R)) ↔
      w = massWeight M := by
  obtain ⟨i, -, -⟩ := Finset.exists_ne_zero_of_sum_ne_zero hS
  have : Nonempty ι := ⟨i⟩
  constructor
  · rintro ⟨h0, hp⟩
    rw [sum_corrected, smul_eq_zero] at h0
    have hw : ∑ k, w k = 1 := by linarith [h0.resolve_right hS]
    have hprop := (preservesOptical_iff hM hS w).mp hp
    have htot : 0 < ∑ k, M k := Finset.sum_pos (fun k _ => hM k) Finset.univ_nonempty
    funext j
    -- summing the proportionality over all atoms fixes the weight of atom j
    have hj : ∑ k, w j * M k = ∑ k, w k * M j :=
      Finset.sum_congr rfl fun k _ => hprop j k
    rw [← Finset.mul_sum, ← Finset.sum_mul, hw, one_mul] at hj
    rw [massWeight, eq_div_iff htot.ne']
    exact hj
  · rintro rfl
    exact mass_correction hM R

/-- For at least one atom, the uniform correction `R_k - S / N` makes the derivatives sum
to zero. -/
theorem uniform_correction_sum [Nonempty ι] (R : ι → E →ₗ[ℝ] T) :
    ∑ k, corrected (uniformWeight ι) R k = 0 := by
  have hw : ∑ k, uniformWeight ι k = 1 := by simp [uniformWeight]
  rw [sum_corrected, hw, sub_self, zero_smul]

/-- For positive masses and nonzero `S`, the uniform correction `R_k - S / N` preserves all
optical amplitudes exactly when all masses are equal. -/
theorem uniform_correction_iff {M : ι → ℝ} {R : ι → E →ₗ[ℝ] T} (hM : ∀ k, 0 < M k)
    (hS : ∑ k, R k ≠ 0) :
    PreservesOptical M R (corrected (uniformWeight ι) R) ↔ ∀ j k, M j = M k := by
  obtain ⟨i, -, -⟩ := Finset.exists_ne_zero_of_sum_ne_zero hS
  have : Nonempty ι := ⟨i⟩
  have hN : (1 / (Fintype.card ι : ℝ)) ≠ 0 :=
    one_div_ne_zero (Nat.cast_ne_zero.mpr Fintype.card_ne_zero)
  rw [preservesOptical_iff hM hS]
  constructor
  · intro h j k
    exact mul_left_cancel₀ hN (h k j)
  · intro h j k
    simp only [uniformWeight]
    rw [h j k]

/-- In a diatomic cell the pattern `(m₂ e, -m₁ e)` is optical, and the uniform correction
lowers its Raman amplitude by `(m₂ - m₁) / 2` times `S e`. -/
theorem diatomic_uniform_error (m₁ m₂ : ℝ) (R : Fin 2 → E →ₗ[ℝ] T) (e : E) :
    IsOptical ![m₁, m₂] ![m₂ • e, -(m₁ • e)] ∧
      amplitude (corrected (uniformWeight (Fin 2)) R) ![m₂ • e, -(m₁ • e)]
        = amplitude R ![m₂ • e, -(m₁ • e)] - ((m₂ - m₁) / 2) • (∑ k, R k) e := by
  constructor
  · simp only [IsOptical, Fin.sum_univ_two, Matrix.cons_val_zero, Matrix.cons_val_one]
    module
  · have hu : ∑ k, uniformWeight (Fin 2) k • (![m₂ • e, -(m₁ • e)] : Fin 2 → E) k
        = ((m₂ - m₁) / 2) • e := by
      simp only [uniformWeight, Fin.sum_univ_two, Matrix.cons_val_zero,
        Matrix.cons_val_one, Fintype.card_fin, Nat.cast_ofNat]
      module
    rw [amplitude_corrected, hu, map_smul]

end

end RamanSumRule
```

```lean
#print axioms RamanSumRule.mass_correction_unique
#print axioms RamanSumRule.uniform_correction_sum
#print axioms RamanSumRule.uniform_correction_iff
#print axioms RamanSumRule.diatomic_uniform_error
```

```
'RamanSumRule.mass_correction_unique' depends on axioms: [propext, Classical.choice, Quot.sound]
'RamanSumRule.uniform_correction_sum' depends on axioms: [propext, Classical.choice, Quot.sound]
'RamanSumRule.uniform_correction_iff' depends on axioms: [propext, Classical.choice, Quot.sound]
'RamanSumRule.diatomic_uniform_error' depends on axioms: [propext, Classical.choice, Quot.sound]
```

## From the two identities to the equal-mass condition

`amplitude_corrected` and `sum_corrected` are the two displayed identities for $R'_k$. Both proofs unfold the definitions and split the sum of differences. The first also uses the linearity of $S$ to move the weighted sum through it, and the second collects the weights into one factor in front of $S$.

In `preservesOptical_iff`, the forward direction first extracts $e$ with $Se\neq0$: if there were none, $S$ would be the zero map. The statement `key` computes the weighted sum of the two-atom pattern for arbitrary weights `a`. It is used once with the masses, to show that the pattern is optical, and once with `w`, to obtain $(w_jM_k-w_kM_j)e$. For $j=k$ the pattern is zero, so no separate case is needed. Then `smul_eq_zero` splits the vanishing product, and `he` excludes the factor $Se$. In the reverse direction, `hz` is the chain that starts from $M_j\sum_kw_ku_k$, and positivity of $M_j$ removes the prefactor.

`mass_correction` shows that the weights add up to one (`hw`) and that the weighted displacement is that of the centre of mass (`hc`). `mass_correction_unique` sums the proportionality over all atoms in `hj`. `uniform_correction_iff` applies the criterion and cancels the nonzero factor $1/N$. In `diatomic_uniform_error`, the tactic `module` does the vector algebra for the two-atom pattern, and `amplitude_corrected` turns the average displacement into the shift.
